# Slater-rule 1s binding energies from lithium to neon, with relaxation separated from lost screening

The number $N$ of electrons in the $n=2$ shell is a variable of its own here, independent of the number $k$ of 1s electrons, so that a core hole is made by changing $k$ from 2 to 1 while $N$ stays fixed. Energies are sums of screened one-electron terms in rydberg, and the screening constants are Slater's numbers, taken as given.

```lean
import Mathlib

namespace SlaterCoreBinding

noncomputable section

/-- Slater effective charge felt by a 1s electron when the 1s shell holds `k` electrons. -/
def coreCharge (Z : ℝ) (k : ℕ) : ℝ := Z - 0.30 * ((k : ℝ) - 1)

/-- Slater effective charge felt by one of `N` electrons in the `n = 2` shell
above `k` electrons in 1s. -/
def outerCharge (Z N : ℝ) (k : ℕ) : ℝ := Z - 0.85 * (k : ℝ) - 0.35 * (N - 1)

/-- Energy in rydberg of the `k` electrons in the 1s shell. -/
def coreEnergy (Z : ℝ) (k : ℕ) : ℝ := -(k : ℝ) * coreCharge Z k ^ 2

/-- Energy in rydberg of the `N` electrons in the `n = 2` shell. -/
def outerEnergy (Z N : ℝ) (k : ℕ) : ℝ := -N * (outerCharge Z N k / 2) ^ 2

/-- Slater-rule total energy in rydberg with `k` electrons in 1s and `N` in the `n = 2` shell. -/
def slaterEnergy (Z N : ℝ) (k : ℕ) : ℝ := coreEnergy Z k + outerEnergy Z N k

/-- Energy in rydberg of a hydrogenic orbital of shell `n`, scaled to charge `ζ`,
in the field of an effective charge `s`: kinetic part `ζ²/n²`, potential part `-2sζ/n²`. -/
def orbitalEnergy (n s ζ : ℝ) : ℝ := (ζ ^ 2 - 2 * s * ζ) / n ^ 2

/-- Energy of the `n = 2` shell above `k` electrons in 1s, with its orbitals frozen
in the shape they have when 1s is doubly occupied. -/
def frozenOuterEnergy (Z N : ℝ) (k : ℕ) : ℝ :=
  N * orbitalEnergy 2 (outerCharge Z N k) (outerCharge Z N 2)

/-- Total energy with `k` electrons in 1s, all orbitals frozen in the shape they have
when 1s is doubly occupied. -/
def frozenEnergy (Z N : ℝ) (k : ℕ) : ℝ :=
  (k : ℝ) * orbitalEnergy 1 (coreCharge Z k) (coreCharge Z 2) + frozenOuterEnergy Z N k

/-- The energy of a scaled hydrogenic orbital is never below `-(s/n)²`, and it takes this
value exactly when the orbital is scaled to the effective charge `s`. -/
theorem orbitalEnergy_minimum (n s ζ : ℝ) (hn : n ≠ 0) :
    -(s / n) ^ 2 ≤ orbitalEnergy n s ζ ∧
      (orbitalEnergy n s ζ = -(s / n) ^ 2 ↔ ζ = s) := by
  -- complete the square in the scaling charge
  have key : orbitalEnergy n s ζ = -(s / n) ^ 2 + ((ζ - s) / n) ^ 2 := by
    unfold orbitalEnergy
    field_simp
    ring
  refine ⟨?_, ?_, ?_⟩
  · rw [key]
    linarith [sq_nonneg ((ζ - s) / n)]
  · intro h
    have h1 : ((ζ - s) / n) ^ 2 = 0 := by linarith
    have h2 : (ζ - s) / n = 0 := by
      simpa using h1
    rcases div_eq_zero_iff.mp h2 with h3 | h3
    · linarith
    · exact absurd h3 hn
  · intro h
    rw [key, h]
    simp

/-- The 1s binding energy for any number `N` of electrons in the `n = 2` shell: a 1s part minus an
outer-shell part that is quadratic in `N`. -/
theorem binding_energy_any_outer (Z N : ℝ) :
    slaterEnergy Z N 1 - slaterEnergy Z N 2 =
      (Z ^ 2 - 1.2 * Z + 0.18) - 0.425 * N * (Z - 0.925 - 0.35 * N) := by
  simp only [slaterEnergy, coreEnergy, outerEnergy, coreCharge, outerCharge]
  push_cast
  ring

/-- For a neutral atom with `Z - 2` electrons in the `n = 2` shell, the Slater-rule 1s binding
energy is a quadratic in `Z`, and the outer-shell contribution to it is strictly negative. -/
theorem neutral_atom_binding_energy (Z : ℝ) (hZ : 2 < Z) :
    slaterEnergy Z (Z - 2) 1 - slaterEnergy Z (Z - 2) 2 =
        0.72375 * Z ^ 2 - 0.551875 * Z - 0.01125 ∧
      outerEnergy Z (Z - 2) 1 - outerEnergy Z (Z - 2) 2 < 0 := by
  constructor
  · rw [binding_energy_any_outer]
    ring
  · -- the outer-shell change factorises into two positive factors and a sign
    have h : outerEnergy Z (Z - 2) 1 - outerEnergy Z (Z - 2) 2 =
        -((Z - 2) * (0.27625 * Z - 0.095625)) := by
      simp only [outerEnergy, outerCharge]
      push_cast
      ring
    have h1 : 0 < Z - 2 := by linarith
    have h2 : 0 < 0.27625 * Z - 0.095625 := by
      norm_num
      linarith
    rw [h]
    exact neg_neg_of_pos (mul_pos h1 h2)

/-- The outer-shell energy change on removing a 1s electron has two parts: the loss of screening
at frozen orbitals, and the relaxation of the orbitals, which is `-0.180625` rydberg
per outer electron. -/
theorem outer_change_split (Z N : ℝ) :
    frozenOuterEnergy Z N 1 - outerEnergy Z N 2 = -0.425 * N * outerCharge Z N 2 ∧
      outerEnergy Z N 1 - frozenOuterEnergy Z N 1 = -0.180625 * N := by
  constructor <;>
  · simp only [frozenOuterEnergy, orbitalEnergy, outerEnergy, outerCharge]
    push_cast
    ring

/-- With 1s doubly occupied, the frozen-orbital energy is the Slater-rule energy. -/
theorem frozenEnergy_two (Z N : ℝ) : frozenEnergy Z N 2 = slaterEnergy Z N 2 := by
  simp only [frozenEnergy, frozenOuterEnergy, orbitalEnergy, slaterEnergy, coreEnergy,
    outerEnergy]
  push_cast
  ring

/-- Orbital relaxation lowers the energy of the state with one 1s electron and `N` outer electrons
by `0.09 + 0.180625 * N` rydberg in total. -/
theorem relaxation_energy (Z N : ℝ) :
    frozenEnergy Z N 1 - slaterEnergy Z N 1 = 0.09 + 0.180625 * N := by
  simp only [frozenEnergy, frozenOuterEnergy, orbitalEnergy, slaterEnergy, coreEnergy,
    outerEnergy, coreCharge, outerCharge]
  push_cast
  ring

/-- For neon the Slater-rule 1s binding energy is `66.845` rydberg, and with frozen orbitals
it is `68.38` rydberg. -/
theorem neon_binding_energy :
    slaterEnergy 10 8 1 - slaterEnergy 10 8 2 = 66.845 ∧
      frozenEnergy 10 8 1 - frozenEnergy 10 8 2 = 68.38 := by
  have h1 : slaterEnergy 10 8 1 - slaterEnergy 10 8 2 = 66.845 := by
    rw [binding_energy_any_outer]
    norm_num
  refine ⟨h1, ?_⟩
  -- the frozen value exceeds the relaxed one by the relaxation energy
  have h2 := relaxation_energy 10 8
  rw [frozenEnergy_two]
  norm_num at h1 h2 ⊢
  linarith

end

end SlaterCoreBinding
```

```lean
#print axioms SlaterCoreBinding.orbitalEnergy_minimum
#print axioms SlaterCoreBinding.neutral_atom_binding_energy
#print axioms SlaterCoreBinding.outer_change_split
#print axioms SlaterCoreBinding.neon_binding_energy
```

```
'SlaterCoreBinding.orbitalEnergy_minimum' depends on axioms: [propext, Classical.choice, Quot.sound]
'SlaterCoreBinding.neutral_atom_binding_energy' depends on axioms: [propext, Classical.choice, Quot.sound]
'SlaterCoreBinding.outer_change_split' depends on axioms: [propext, Classical.choice, Quot.sound]
'SlaterCoreBinding.neon_binding_energy' depends on axioms: [propext, Classical.choice, Quot.sound]
```

## Charges, energies and the binding energy

Let $Z$ be the nuclear charge. An electron in 1s feels the effective charge $c_k = Z-0.30(k-1)$, which is `coreCharge Z k`. An electron in the $n=2$ shell feels $s_k = Z-0.85k-0.35(N-1)$, which is `outerCharge Z N k`: each 1s electron screens it by 0.85 and each of its $N-1$ shell companions by 0.35. The total energy, `slaterEnergy Z N k`, is

$$E_k = -k\,c_k^2 - N\left(\frac{s_k}{2}\right)^2 .$$

The 1s binding energy is $E_1-E_2$, the energy of the ion with a core hole minus that of the atom. The theorem `neutral_atom_binding_energy` sets $N=Z-2$ and states that, for $Z>2$,

$$E_1-E_2 = 0.72375\,Z^2-0.551875\,Z-0.01125,$$

and that the outer-shell part of this difference is strictly negative. The outer electrons become more strongly bound when the hole is made, which reduces the cost of making it.

In Lean, $Z$ and $N$ are real numbers and $k$ is a natural number. The identities therefore hold for far more values than there are atoms. As a description of neutral ground-state atoms, the formula applies to integer $Z$ from 3 to 10, because the $n=2$ shell holds at most eight electrons; from sodium onwards a third shell would be needed. Spin, exchange, relativity and the distinction between 2s and 2p have no explicit term in the model.

## Two reasons why the outer shell gains energy

The outer-shell gain is not all relaxation. Removing a 1s electron takes away its repulsion with the outer electrons, and that would lower their energy even if their orbitals were rigid. Relaxation is the further gain when the orbitals contract in response.

Separating the two requires an energy for an orbital that has the wrong size for its surroundings. A hydrogenic orbital of shell $n$, scaled to charge $\zeta$, has kinetic energy $\zeta^2/n^2$, and its attraction to an effective charge $s$ is $-2s\zeta/n^2$. Their sum is `orbitalEnergy n s ζ`. This expression enters as a definition and is not computed from a wave function, and $s$ is held constant while $\zeta$ varies.

A frozen orbital keeps the $\zeta$ that suited it when 1s was doubly occupied, while $s$ takes its new value. This defines `frozenOuterEnergy` for the $n=2$ shell and `frozenEnergy` for the whole atom. The comparison is a small analogue of the one between a frozen-orbital (Koopmans) core binding energy and a ΔSCF one, in a model with a single scale parameter per shell and fixed screening constants.

## The optimal orbital

Completing the square gives

$$\frac{\zeta^2-2s\zeta}{n^2} = -\left(\frac{s}{n}\right)^2+\left(\frac{\zeta-s}{n}\right)^2 .$$

The last term is never negative and vanishes only at $\zeta=s$. The minimum is therefore $-(s/n)^2$, which is the term that the Slater energy assigns to each electron: the Slater energy is the relaxed energy of this model.

In `orbitalEnergy_minimum` the identity is the intermediate fact `key`, obtained by clearing the denominator and expanding. The inequality follows from the non-negativity of a square. For the equality case, a vanishing square forces $(\zeta-s)/n=0$, and since $n\neq0$ this means $\zeta=s$. Without that hypothesis the equality case fails: Lean sets division by zero to zero, so at $n=0$ every $\zeta$ would give the same energy.

## The quadratic in Z

The 1s part of the binding energy is

$$-Z^2+2(Z-0.30)^2 = Z^2-1.2Z+0.18 .$$

For the outer shell, $s_2=Z-1.35-0.35N$ and $s_1=s_2+0.85$, so

$$-\frac N4\left(s_1^2-s_2^2\right) = -\frac N4\cdot0.85\,(2s_2+0.85) = -0.425N\,(Z-0.925-0.35N).$$

The sum of the two parts is `binding_energy_any_outer`, valid for every $N$. Lean unfolds the definitions and compares the two polynomials with `ring`.

For the neutral atom, $N=Z-2$ turns the last bracket into $0.65Z-0.225$, and the outer-shell part becomes

$$-(Z-2)(0.27625Z-0.095625) = -0.27625Z^2+0.648125Z-0.19125 .$$

Adding $Z^2-1.2Z+0.18$ gives the stated quadratic. The proof of `neutral_atom_binding_energy` substitutes $N=Z-2$ into the general formula for the first claim. For the second it establishes the factorised form as `h`, shows in `h1` and `h2` that both factors are positive when $Z>2$, and concludes that minus their product is negative.

The condition $Z>2$ serves only the sign. At $Z=2$ the atom is helium, with no outer electrons: the quadratic still gives the correct model value, 1.78 Ry, but the outer-shell contribution is zero, so the strict inequality fails.

## Lost screening and relaxation

With frozen outer orbitals, $\zeta=s_2$ while the effective charge has risen to $s_1$. The change from the original outer-shell energy is

$$\frac N4\left(s_2^2-2s_1s_2\right)+\frac N4s_2^2 = -\frac N2\,s_2(s_1-s_2) = -0.425N\,s_2 .$$

This is the lost screening. Letting the orbitals adjust then changes the energy by

$$-\frac N4s_1^2-\frac N4\left(s_2^2-2s_1s_2\right) = -\frac N4(s_1-s_2)^2 = -0.180625N .$$

These are the two halves of `outer_change_split`. The first is linear in the change of effective charge and the second quadratic, as expected for a response around a minimum.

The remaining 1s electron relaxes too. Frozen at $\zeta=Z-0.30$ in the bare charge $Z$, it has energy

$$(Z-0.30)^2-2Z(Z-0.30) = -Z^2+0.09,$$

which is 0.09 Ry above its relaxed value. Together with the outer shell this gives `relaxation_energy`: the frozen core-hole state lies $0.09+0.180625N$ above the relaxed one. The companion theorem `frozenEnergy_two` confirms that freezing changes nothing before the electron is removed, so the frozen binding energy exceeds the relaxed one by exactly this amount. All three theorems are polynomial identities, proved by unfolding and expanding.

## Lithium and neon

Lithium, with $Z=3$ and $N=1$, is the smallest neutral atom covered. Its 1s part is 5.58 Ry and its outer-shell part is $-0.733125$ Ry, so the binding energy is 4.846875 Ry. Of the outer-shell part, $-0.5525$ Ry is lost screening and $-0.180625$ Ry is relaxation.

For neon, with $Z=10$ and $N=8$, the outer-shell part is $-21.335$ Ry, of which only $-1.445$ Ry is relaxation. The binding energy is 66.845 Ry with relaxed orbitals and 68.38 Ry with frozen ones, the difference being $0.09+1.445=1.535$ Ry. The theorem `neon_binding_energy` follows the same route: it evaluates the general formula for the relaxed value and then adds the relaxation energy to reach the frozen one.
